# Opposite signs of the point-dipole error for a spin split along and across the line to the nucleus, at displacements shorter than the distance

Put a nucleus at the origin and an electron spin at distance $R$ on the $z$ axis. Treated as a point, the spin has a dipolar hyperfine tensor whose $zz$ component is a constant times $2/R^3$. The constant is left out of the values that follow. Now cut the spin into two halves and move them apart by $\pm R/2$.

If they move along $z$, they sit at $3R/2$ and $R/2$, and the mean value becomes
$$\frac12\left(\frac{16}{27}+16\right)\frac1{R^3}\approx\frac{8.30}{R^3}.$$
The near half gains far more than the far half loses. If they move along $x$, both halves end up farther from the nucleus and off the axis, and the mean falls to about $1.00/R^3$.

The same signs hold for every displacement $d$ with $0<d<R$: the point-dipole value is too small for the axial split and too large for the transverse one. In EPR, anisotropic hyperfine couplings are converted into distances. If the point-dipole formula is applied to the $zz$ component, the distance comes out too short for the axial split and too long for the transverse one. The same holds for a spin density idealised as finitely many such pairs of points with the same centre, provided that all of them are split along $z$ or all along $x$.

## The kernel and the split spin

```lean
import Mathlib

open Finset

namespace PointDipoleLobes

noncomputable section

/-- The dipolar kernel `(3z² - r²)/r⁵` for a nucleus at the origin and a spin at `(x, y, z)`,
physically meaningful only away from the origin. -/
def dipolarKernel (x y z : ℝ) : ℝ :=
  (3 * z ^ 2 - (x ^ 2 + y ^ 2 + z ^ 2)) / √(x ^ 2 + y ^ 2 + z ^ 2) ^ 5
```

In ordinary notation this is
$$K(x,y,z)=\frac{3z^2-r^2}{r^5}=\frac{3\cos^2\theta-1}{r^3},\qquad r=\sqrt{x^2+y^2+z^2},$$
with $\theta$ the angle from the $z$ axis. It is the geometrical factor of the $zz$ component of the dipolar hyperfine tensor. The magnetic moments and other constants multiply it from outside, so "larger" and "smaller" below refer to $K$ and not to a coupling whose prefactor may be negative. The contact interaction is a separate term and is left out.

The arguments `x y z : ℝ` are plain real numbers without units. Lean assigns a value to division by zero, so the definition has a meaningless value at the origin; the hypotheses of the theorems keep the spin away from there.

```lean
/-- The kernel averaged over two half-spins at `(0, 0, R) + (a, b, c)` and `(0, 0, R) - (a, b, c)`,
physically meaningful only if neither sits at the origin. -/
def splitAverage (R a b c : ℝ) : ℝ :=
  (dipolarKernel a b (R + c) + dipolarKernel (-a) (-b) (R - c)) / 2
```

`splitAverage R a b c` is the mean of $K$ over the positions $(0,0,R)\pm(a,b,c)$. The two "half-spins" are equal shares of one electron's spin density, not two particles. Each displacement is measured from the centre, so the halves are $2d$ apart when the displacement is $d$. The axial split is `splitAverage R 0 0 d`, and the split along $x$ is `splitAverage R d 0 0`.

## Values on the axis

```lean
/-- On the z axis, away from the nucleus, the dipolar kernel times the cubed distance is 2. -/
theorem dipolarKernel_axis_mul (z : ℝ) (hz : z ≠ 0) :
    dipolarKernel 0 0 z * |z| ^ 3 = 2 := by
  have h : 0 < |z| := abs_pos.mpr hz
  have hs : √((0 : ℝ) ^ 2 + 0 ^ 2 + z ^ 2) = |z| := by
    rw [show (0 : ℝ) ^ 2 + 0 ^ 2 + z ^ 2 = z ^ 2 by ring, Real.sqrt_sq_eq_abs]
  have h2 : z ^ 2 = |z| ^ 2 := (sq_abs z).symm
  unfold dipolarKernel
  rw [hs, h2, div_mul_eq_mul_div, div_eq_iff (pow_pos h 5).ne']
  ring
```

A Lean theorem lists its variables and hypotheses in brackets, then the claim after the colon, then the proof after `:= by`. Here `hz` names the assumption $z\neq0$, and the claim is $K(0,0,z)\,|z|^3=2$. By hand, $r=|z|$ on the axis, so
$$K(0,0,z)=\frac{3z^2-z^2}{|z|^5}=\frac{2}{|z|^3}.$$
The proof does the same: `hs` evaluates the square root as $|z|$, `h2` replaces $z^2$ by $|z|^2$, and `ring` finishes the algebra.

```lean
/-- A point spin at distance `R > 0` on the z axis has the dipolar kernel `2/R³`. -/
theorem pointDipole_value (R : ℝ) (hR : 0 < R) : dipolarKernel 0 0 R = 2 / R ^ 3 := by
  have h := dipolarKernel_axis_mul R hR.ne'
  rw [abs_of_pos hR] at h
  exact eq_div_of_mul_eq (pow_pos hR 3).ne' h
```

For $R>0$ the absolute value disappears, which leaves the point-dipole value $K(0,0,R)=2/R^3$.

## Splitting along the axis

```lean
/-- For `0 < d < R`, splitting the spin by `±d` along the z axis raises the averaged kernel
above the point-dipole value by more than `12 d²/R⁵`. -/
theorem axial_excess (R d : ℝ) (hd : 0 < d) (hdR : d < R) :
    dipolarKernel 0 0 R + 12 * d ^ 2 / R ^ 5 < splitAverage R 0 0 d := by
  have hR : 0 < R := hd.trans hdR
  have hp : 0 < R + d := by linarith
  have hm : 0 < R - d := by linarith
  have hR0 := hR.ne'
  have hp0 := hp.ne'
  have hm0 := hm.ne'
  unfold splitAverage
  rw [neg_zero, pointDipole_value R hR, pointDipole_value _ hp, pointDipole_value _ hm]
  -- the remainder beyond second order in `d`, in closed form
  have key : (2 / (R + d) ^ 3 + 2 / (R - d) ^ 3) / 2 - (2 / R ^ 3 + 12 * d ^ 2 / R ^ 5)
      = 2 * d ^ 4 * (6 * (d ^ 2 - 17 / 12 * R ^ 2) ^ 2 + 71 / 24 * R ^ 4)
        / (R ^ 5 * (R + d) ^ 3 * (R - d) ^ 3) := by
    field_simp
    ring
  have hpos : 0 < 2 * d ^ 4 * (6 * (d ^ 2 - 17 / 12 * R ^ 2) ^ 2 + 71 / 24 * R ^ 4)
        / (R ^ 5 * (R + d) ^ 3 * (R - d) ^ 3) := by positivity
  linarith
```

The statement reads: if $0<d<R$, then
$$\frac{2}{R^3}+\frac{12d^2}{R^5}<\frac12\left[K(0,0,R+d)+K(0,0,R-d)\right].$$
The condition $d<R$ keeps both halves on the same side of the nucleus.

By hand, the axis formula turns the right-hand side into
$$\frac{1}{(R+d)^3}+\frac{1}{(R-d)^3}=\frac{2R^3+6Rd^2}{(R^2-d^2)^3}.$$
Subtract the left-hand side and use the common denominator $R^5(R^2-d^2)^3$. The numerator is
$$R^5(2R^3+6Rd^2)-(2R^2+12d^2)(R^2-d^2)^3=2d^4\left(15R^4-17R^2d^2+6d^4\right).$$
Completing the square gives
$$15R^4-17R^2d^2+6d^4=6\left(d^2-\tfrac{17}{12}R^2\right)^2+\tfrac{71}{24}R^4>0.$$
The denominator is positive because $d<R$, so the difference is positive.

In the proof, `key` is this identity, checked by clearing denominators with `field_simp` and comparing polynomials with `ring`. The line `hpos` says that the remainder is positive, and `linarith` combines the two.

## Splitting across the axis

```lean
/-- For `R > 0`, splitting the spin by a nonzero displacement `±(a, b, 0)` perpendicular to the
z axis lowers the averaged kernel below the point-dipole value, by less than
`6 (a² + b²)/R⁵`. -/
theorem transverse_deficit (R a b : ℝ) (hR : 0 < R) (hab : 0 < a ^ 2 + b ^ 2) :
    dipolarKernel 0 0 R - 6 * (a ^ 2 + b ^ 2) / R ^ 5 < splitAverage R a b 0 ∧
      splitAverage R a b 0 < dipolarKernel 0 0 R := by
  -- both half-spins sit at the same distance `r > R` from the nucleus
  obtain ⟨r, hr⟩ : ∃ r, r = √(a ^ 2 + b ^ 2 + R ^ 2) := ⟨_, rfl⟩
  have hr2 : r ^ 2 = a ^ 2 + b ^ 2 + R ^ 2 := by
    rw [hr]
    exact Real.sq_sqrt (by positivity)
  have hRr : R < r := by
    rw [hr]
    exact Real.lt_sqrt_of_sq_lt (by linarith)
  have hr0 : 0 < r := hR.trans hRr
  have hsub : 0 < r - R := by linarith
  have hsplit : splitAverage R a b 0 = (3 * R ^ 2 - r ^ 2) / r ^ 5 := by
    simp only [splitAverage, dipolarKernel, neg_sq, add_zero, sub_zero]
    rw [← hr, ← hr2]
    ring
  rw [hsplit, pointDipole_value R hR]
  constructor
  · have hlow : 2 / R ^ 3 - 6 * (a ^ 2 + b ^ 2) / R ^ 5
        = (8 * R ^ 2 - 6 * r ^ 2) / R ^ 5 := by
      rw [hr2]
      field_simp
      ring
    rw [hlow, div_lt_div_iff₀ (by positivity) (by positivity)]
    -- the difference has a double zero at `r = R`
    have hpos : 0 < (r - R) ^ 2 * (6 * r ^ 5 + 12 * r ^ 4 * R + 10 * r ^ 3 * R ^ 2
        + 8 * r ^ 2 * R ^ 3 + 6 * r * R ^ 4 + 3 * R ^ 5) := by positivity
    nlinarith [hpos]
  · rw [div_lt_div_iff₀ (by positivity) (by positivity)]
    have hpos : 0 < (r - R) * (2 * r ^ 4 + 2 * r ^ 3 * R + 2 * r ^ 2 * R ^ 2
        + 3 * r * R ^ 3 + 3 * R ^ 4) := by positivity
    nlinarith [hpos]
```

Here the displacement is $\pm(a,b,0)$, in any direction of the $xy$ plane, and `hab` says that it is not zero. The symbol `∧` means "and", so there are two claims:
$$\frac{2}{R^3}-\frac{6(a^2+b^2)}{R^5}<\frac12\left[K(a,b,R)+K(-a,-b,R)\right]<\frac{2}{R^3}.$$
No upper limit on the displacement is assumed.

By hand, both halves lie at the same distance $r=\sqrt{R^2+a^2+b^2}>R$ and have the same height $z=R$, so the mean is $(3R^2-r^2)/r^5$. Cross-multiplying the upper inequality leaves $2r^5+R^3r^2-3R^5>0$. The left-hand side vanishes at $r=R$ and factorises as
$$(r-R)\left(2r^4+2r^3R+2r^2R^2+3rR^3+3R^4\right),$$
which is positive.

For the lower inequality, substitute $a^2+b^2=r^2-R^2$. The bound becomes $(8R^2-6r^2)/R^5$, and cross-multiplication leaves
$$6r^7-8R^2r^5-R^5r^2+3R^7>0.$$
This polynomial has a double zero at $r=R$ and equals
$$(r-R)^2\left(6r^5+12r^4R+10r^3R^2+8r^2R^3+6rR^4+3R^5\right)>0.$$

The Lean proof first gives the square root the name `r`, so that the rest is algebra in $r$ and $R$. The line `hsplit` is the formula for the mean, `div_lt_div_iff₀` cross-multiplies, and each `hpos` is one of the factorised polynomials. `nlinarith` expands the factors and recognises the required inequality.

## The change of sign and the factor of two

```lean
/-- For `0 < d < R`, the point-dipole value lies strictly between the averages for a spin split
by `±d` along x and by `±d` along z, the x average being the smaller. -/
theorem pointDipole_error_changes_sign (R d : ℝ) (hd : 0 < d) (hdR : d < R) :
    splitAverage R d 0 0 < dipolarKernel 0 0 R ∧
      dipolarKernel 0 0 R < splitAverage R 0 0 d := by
  have hR : 0 < R := hd.trans hdR
  refine ⟨(transverse_deficit R d 0 hR (by positivity)).2, ?_⟩
  have h := axial_excess R d hd hdR
  have hpos : 0 < 12 * d ^ 2 / R ^ 5 := by positivity
  linarith
```

This puts the two results side by side for equal displacements. With $0<d<R$,
$$\text{average along }x<\frac{2}{R^3}<\text{average along }z.$$
If the error is defined as the point-dipole value minus the average, it is positive for the transverse pair and negative for the axial pair. The proof takes the first half from `transverse_deficit` with $a=d$, $b=0$, and the second from `axial_excess` after discarding the positive term $12d^2/R^5$.

```lean
/-- For `0 < d < R`, the excess from splitting by `±d` along z is more than twice the deficit
from splitting by `±d` along x. -/
theorem axial_excess_gt_twice_deficit (R d : ℝ) (hd : 0 < d) (hdR : d < R) :
    2 * (dipolarKernel 0 0 R - splitAverage R d 0 0)
      < splitAverage R 0 0 d - dipolarKernel 0 0 R := by
  have hx := (transverse_deficit R d 0 (hd.trans hdR) (by positivity)).1
  have hz := axial_excess R d hd hdR
  have h : 12 * d ^ 2 / R ^ 5 = 2 * (6 * (d ^ 2 + 0 ^ 2) / R ^ 5) := by ring
  linarith
```

The axial excess is greater than $12d^2/R^5$ and the transverse deficit is less than $6d^2/R^5$, so the excess is more than twice the deficit. The proof consists of these two bounds and `linarith`.

The coefficients 12 and 6 are those of the second-order terms in $d$, and their ratio follows from a property of the kernel. Away from the nucleus $K$ satisfies Laplace's equation, so its three second derivatives add up to zero. On the axis the $x$ and $y$ derivatives are equal by symmetry, and each is therefore minus half of the $z$ derivative.

## Lobes made of many pairs

```lean
/-- A spin spread over finitely many symmetric pairs, with positive weights summing to one and
displacements `0 < d i < R`, averages below the point-dipole value if all pairs lie along x
and above it if all lie along z. -/
theorem extended_lobe_error_changes_sign {ι : Type*} [Fintype ι] (R : ℝ) (w d : ι → ℝ)
    (hw : ∀ i, 0 < w i) (hsum : ∑ i, w i = 1) (hd : ∀ i, 0 < d i) (hdR : ∀ i, d i < R) :
    ∑ i, w i * splitAverage R (d i) 0 0 < dipolarKernel 0 0 R ∧
      dipolarKernel 0 0 R < ∑ i, w i * splitAverage R 0 0 (d i) := by
  have hne : (univ : Finset ι).Nonempty := by
    rw [Finset.nonempty_iff_ne_empty]
    intro h
    rw [h, Finset.sum_empty] at hsum
    exact zero_ne_one hsum
  -- write the point-dipole value as a weighted average of itself
  have hK : ∑ i, w i * dipolarKernel 0 0 R = dipolarKernel 0 0 R := by
    rw [← Finset.sum_mul, hsum, one_mul]
  constructor
  · calc ∑ i, w i * splitAverage R (d i) 0 0
        < ∑ i, w i * dipolarKernel 0 0 R :=
          Finset.sum_lt_sum_of_nonempty hne fun i _ => mul_lt_mul_of_pos_left
            (pointDipole_error_changes_sign R (d i) (hd i) (hdR i)).1 (hw i)
      _ = dipolarKernel 0 0 R := hK
  · calc dipolarKernel 0 0 R = ∑ i, w i * dipolarKernel 0 0 R := hK.symm
      _ < ∑ i, w i * splitAverage R 0 0 (d i) :=
          Finset.sum_lt_sum_of_nonempty hne fun i _ => mul_lt_mul_of_pos_left
            (pointDipole_error_changes_sign R (d i) (hd i) (hdR i)).2 (hw i)
```

The finite type `ι` labels the pairs. Pair $i$ has weight $w_i>0$ and displacement $d_i$ with $0<d_i<R$, and the weights sum to one, so the total is still one spin. If all pairs lie along $x$, the weighted average is below $2/R^3$; if all lie along $z$, it is above.

By hand, multiply the inequality for each pair by $w_i$ and add, using $\sum_i w_i\,(2/R^3)=2/R^3$. The sum keeps the strict inequality because there is at least one pair: an empty sum would be zero and not one. These steps are `hK`, `Finset.sum_lt_sum_of_nonempty` and `hne`.

The model replaces a continuous spin density by pairs lying on a single line. A real $p$ orbital along $x$ also has width along $y$ and $z$. If the orbital is small compared with $R$, its width along $z$ pushes the average the other way.

## Half of the spin beyond the nucleus

```lean
/-- For `R > 0`, splitting the spin by `±3R` along z, so that one half lies beyond the nucleus,
gives an average below the point-dipole value. -/
theorem axial_beyond_nucleus (R : ℝ) (hR : 0 < R) :
    splitAverage R 0 0 (3 * R) < dipolarKernel 0 0 R := by
  have h4 : dipolarKernel 0 0 (R + 3 * R) = 2 / (4 * R) ^ 3 := by
    rw [show R + 3 * R = 4 * R by ring]
    exact pointDipole_value _ (by positivity)
  have h2 : dipolarKernel 0 0 (R - 3 * R) = 2 / (2 * R) ^ 3 := by
    -- the kernel is even in `z`
    rw [← pointDipole_value (2 * R) (by positivity), show R - 3 * R = -(2 * R) by ring]
    simp only [dipolarKernel, neg_sq]
  unfold splitAverage
  rw [neg_zero, h4, h2, pointDipole_value R hR]
  have h : (2 / (4 * R) ^ 3 + 2 / (2 * R) ^ 3) / 2 = 2 / R ^ 3 - 119 / 64 * (1 / R ^ 3) := by
    field_simp
    norm_num
  have hpos : 0 < 1 / R ^ 3 := by positivity
  linarith

end

end PointDipoleLobes
```

With $d=3R$ the halves sit at $z=4R$ and $z=-2R$. Since $K$ is even in $z$, the mean is
$$\frac12\left(\frac{2}{64R^3}+\frac{2}{8R^3}\right)=\frac{9}{64R^3}<\frac{2}{R^3}.$$
The proof evaluates the two positions in `h4` and `h2` and compares the fractions. The axial inequality therefore needs some condition that excludes $d=3R$. The example does not make $d=R$ the exact limit: at $d=3R/2$ the mean is about $8.06/R^3$, which is again above the point-dipole value.

```lean
#print axioms PointDipoleLobes.pointDipole_error_changes_sign
-- 'PointDipoleLobes.pointDipole_error_changes_sign' depends on axioms: [propext, Classical.choice, Quot.sound]
#print axioms PointDipoleLobes.axial_excess_gt_twice_deficit
-- 'PointDipoleLobes.axial_excess_gt_twice_deficit' depends on axioms: [propext, Classical.choice, Quot.sound]
#print axioms PointDipoleLobes.extended_lobe_error_changes_sign
-- 'PointDipoleLobes.extended_lobe_error_changes_sign' depends on axioms: [propext, Classical.choice, Quot.sound]
#print axioms PointDipoleLobes.axial_beyond_nucleus
-- 'PointDipoleLobes.axial_beyond_nucleus' depends on axioms: [propext, Classical.choice, Quot.sound]
```

## What `positivity` can see

Every strict inequality for a single pair with $d<R$ comes down to the sign of a polynomial or a quotient, and the tactic `positivity` settles that sign. It reads an expression from the outside in: sums, products and quotients of positive terms are positive, and an even power is at least non-negative. For a part that it cannot break down, such as `R - d`, it looks for a matching hypothesis, which is why `hm : 0 < R - d` is established beforehand.

It does not weigh a negative term against positive ones. Given $15R^4-17R^2d^2+6d^4$ it would fail, although the expression is positive. The completed square shows the same polynomial as a non-negative term plus a positive one, and in that form the tactic succeeds. The factors $r-R$ in the transverse proof serve the same purpose.

## Transverse pairs in mixed directions

The weighted sum works equally well for transverse pairs that point in different directions. Take nonzero displacements $\pm(a_i,b_i,0)$ with positive weights $w_i$ that sum to one, and let $s=\sum_i w_i(a_i^2+b_i^2)$. Adding the two-sided bound of `transverse_deficit` over the pairs gives
$$\frac{2}{R^3}-\frac{6s}{R^5}<\sum_i w_i\,\frac{K(a_i,b_i,R)+K(-a_i,-b_i,R)}{2}<\frac{2}{R^3}.$$
This includes a ring of points around the axis, with no limit on its radius. The inequality is derived here in prose and has no theorem of its own in the code.
